# The Kane Rashba coefficient from the energy derivative of the valence propagator

An electron in the conduction band of a zinc-blende semiconductor moves in a potential energy \(V(z)\) that varies along one direction, such as the electrostatic potential set by a gate or by doping. Its s-like band-edge state has no orbital angular momentum, yet at nonzero in-plane wavevector the electron's energy can depend on spin. The contribution derived here, the Rashba term, comes from the p-like valence states, to which \(\mathbf k\cdot\mathbf p\) coupling connects the s-like state.

In the Kane model, eliminating the valence amplitudes leaves the conduction spinor with the kinetic term \(P^2\sum_{ij}k_iG_{ij}(E-V)k_j\). Here \(P\) is the Kane momentum matrix element, \(E\) is the energy from the conduction-band edge, and \(G\) is the valence propagator, a spin matrix for each pair \(i,j\). This elimination is the starting point here. Remote bands, the free-electron term and the valence states' own dispersion are neglected, and the gaps do not vary in space.

In Lean 4 with Mathlib:

```lean
import Mathlib

open Matrix
open scoped Kronecker
open Complex (I)

namespace KaneRashba

noncomputable section
```

## The six valence states

The orbital matrices are \((L_k)_{ij}=-i\varepsilon_{kij}\), with indices running over 0, 1, 2 and \(\hbar=1\).

```lean
/-- The orbital angular momentum matrices of the p states, `(L_k)_ij = -i ε_kij`. -/
def orbital : Fin 3 → Matrix (Fin 3) (Fin 3) ℂ :=
  ![!![0, 0, 0; 0, 0, -I; 0, I, 0],
    !![0, 0, I; 0, 0, 0; -I, 0, 0],
    !![0, -I, 0; I, 0, 0; 0, 0, 0]]
```

Spin enters through the Pauli matrices \(\sigma_k\),

```lean
/-- The three Pauli matrices. -/
def pauli : Fin 3 → Matrix (Fin 2) (Fin 2) ℂ :=
  ![!![0, 1; 1, 0], !![0, -I; I, 0], !![1, 0; 0, -1]]
```

and through the component \(\sigma\cdot w=\sum_k w_k\sigma_k\) along a real vector \(w\), which need not have unit length.

```lean
/-- The spin component `σ · w` along a real vector `w`. -/
def sigmaDot (w : Fin 3 → ℝ) : Matrix (Fin 2) (Fin 2) ℂ :=
  ∑ k, (w k : ℂ) • pauli k
```

The spin-orbit operator is \(L\cdot\sigma=\sum_k L_k\otimes\sigma_k\). A valence state is labelled by a pair, orbital index first and spin index second.

```lean
/-- The spin-orbit operator `L · σ` on the six valence states. -/
def spinOrbit : Matrix (Fin 3 × Fin 2) (Fin 3 × Fin 2) ℂ :=
  ∑ k, orbital k ⊗ₖ pauli k
```

The eigenvalues of \(L\cdot\sigma\) are 1 on the four \(j=3/2\) states and \(-2\) on the two \(j=1/2\) states, so \((2+L\cdot\sigma)/3\) and \((1-L\cdot\sigma)/3\) project onto them. The first group lies at \(-E_g\) and the split-off pair at \(-(E_g+D)\), where \(E_g\) is the gap and \(D\) the spin-orbit splitting:
\[
G(E)=\frac{1}{E+E_g}\,\frac{2+L\cdot\sigma}{3}+\frac{1}{E+E_g+D}\,\frac{1-L\cdot\sigma}{3}.
\]

```lean
/-- The valence propagator `G(E)` with gap `Eg` and spin-orbit splitting `D`. -/
def valenceG (Eg D E : ℝ) : Matrix (Fin 3 × Fin 2) (Fin 3 × Fin 2) ℂ :=
  ((1 / (E + Eg) : ℝ) : ℂ) • ((1 / 3 : ℂ) • ((2 : ℂ) • 1 + spinOrbit)) +
    ((1 / (E + Eg + D) : ℝ) : ℂ) • ((1 / 3 : ℂ) • (1 - spinOrbit))
```

Contracting the orbital indices with real vectors \(u,v\) leaves a \(2\times2\) spin matrix, \((u^TMv)_{st}=\sum_{ij}u_iM_{is,jt}v_j\).

```lean
/-- The spin matrix `uᵀ M v` left when the orbital indices of `M` are contracted
with real vectors. -/
def contract (u : Fin 3 → ℝ) (M : Matrix (Fin 3 × Fin 2) (Fin 3 × Fin 2) ℂ)
    (v : Fin 3 → ℝ) : Matrix (Fin 2) (Fin 2) ℂ :=
  Matrix.of fun s t => ∑ i, ∑ j, (u i : ℂ) * M (i, s) (j, t) * (v j : ℂ)
```

Two functions of energy will recur: the weighted sum
\[
g_{p,q}(E)=\frac{p}{E+E_g}+\frac{q}{E+E_g+D},
\]

```lean
/-- A sum of the two inverse energy denominators with weights `p` and `q`. -/
def gapSum (p q Eg D E : ℝ) : ℝ := p / (E + Eg) + q / (E + Eg + D)
```

and the Rashba coefficient, in units of \(P^2\),
\[
\alpha(E)=\frac13\left(\frac1{(E+E_g)^2}-\frac1{(E+E_g+D)^2}\right).
\]

```lean
/-- The Kane Rashba coefficient at energy `E`, in units of the squared Kane momentum
matrix element. -/
def rashbaCoeff (Eg D E : ℝ) : ℝ :=
  1 / 3 * (1 / (E + Eg) ^ 2 - 1 / (E + Eg + D) ^ 2)
```

## Contraction produces a cross product

The antisymmetry of \(L_k\) gives
\[
u^T(L\cdot\sigma)v=-i\sum_{kij}\varepsilon_{kij}u_iv_j\sigma_k=-i\,\sigma\cdot(u\times v).
\]
The proof checks the four spin entries separately, expanding the sums and using \(i^2=-1\) where needed.

```lean
/-- Contracting `L · σ` with two vectors gives the spin component along their
cross product, times `-i`. -/
theorem contract_spinOrbit (u v : Fin 3 → ℝ) :
    contract u spinOrbit v = (-I) • sigmaDot (u ⨯₃ v) := by
  ext s t
  fin_cases s <;> fin_cases t <;>
    simp [contract, spinOrbit, orbital, pauli, sigmaDot, cross_apply,
      Fin.sum_univ_three] <;>
    first
      | ring1
      | (ring_nf; simp only [Complex.I_sq]; ring1)
```

The identity contributes only a scalar, \(u^T1v=(u\cdot v)1\).

```lean
/-- Contracting the identity gives the scalar product times the unit spin matrix. -/
theorem contract_one (u v : Fin 3 → ℝ) :
    contract u 1 v = ((u ⬝ᵥ v : ℝ) : ℂ) • 1 := by
  ext s t
  fin_cases s <;> fin_cases t <;>
    simp [contract, dotProduct, Fin.sum_univ_three, Matrix.one_apply]
```

Collecting the coefficients of \(1\) and \(L\cdot\sigma\) in \(G\) gives
\[
u^TG(E)v=g_{2/3,1/3}(E)\,u^T1v+g_{1/3,-1/3}(E)\,u^T(L\cdot\sigma)v .
\]

```lean
/-- The contracted propagator splits into a spin-independent and a spin-orbit part. -/
theorem contract_valenceG (Eg D E : ℝ) (u v : Fin 3 → ℝ) :
    contract u (valenceG Eg D E) v =
      (gapSum (2 / 3) (1 / 3) Eg D E : ℂ) • contract u 1 v +
        (gapSum (1 / 3) (-1 / 3) Eg D E : ℂ) • contract u spinOrbit v := by
  ext s t
  simp only [contract, valenceG, gapSum, Matrix.of_apply, Matrix.add_apply,
    Matrix.sub_apply, Matrix.smul_apply, smul_eq_mul, Fin.sum_univ_three]
  push_cast
  ring
```

## The energy derivative

Where neither denominator vanishes, the quotient rule gives
\[
g_{p,q}'(E)=-\frac{p}{(E+E_g)^2}-\frac{q}{(E+E_g+D)^2}.
\]

```lean
/-- The energy derivative of a weighted sum of inverse energy denominators. -/
theorem gapSum_hasDerivAt (p q : ℝ) {Eg D E : ℝ} (h1 : E + Eg ≠ 0)
    (h2 : E + Eg + D ≠ 0) :
    HasDerivAt (fun e => gapSum p q Eg D e)
      (-(p / (E + Eg) ^ 2 + q / (E + Eg + D) ^ 2)) E := by
  have d1 := (hasDerivAt_id' E).add_const Eg
  have a := (hasDerivAt_const E p).fun_div d1 h1
  have b := (hasDerivAt_const E q).fun_div (d1.add_const D) h2
  exact (a.fun_add b).congr_deriv (by ring)
```

In particular \(g_{1/3,-1/3}'=-\alpha\). Differentiating the split propagator therefore yields
\[
-\frac{d}{dE}\,u^TGv=\frac{u\cdot v}{3}\left(\frac{2}{(E+E_g)^2}+\frac1{(E+E_g+D)^2}\right)1-i\alpha(E)\,\sigma\cdot(u\times v).
\]
For \(E_g,D>0\) and \(E=0\), the spin term is \(-\frac i3\left(E_g^{-2}-(E_g+D)^{-2}\right)\sigma\cdot(u\times v)\).

In `kane_rashba`, `HasDerivAt` states this for each spin entry `s t`: the derivative exists and has this value. The hypotheses `h1` and `h2` require only nonzero denominators. The proof differentiates the two weights, `a` and `b`, then inserts the contractions and compares coefficients.

```lean
/-- Minus the energy derivative of the spin matrix `uᵀ G(E) v` is a scalar minus
`i` times the Kane Rashba coefficient times `σ · (u × v)`. -/
theorem kane_rashba {Eg D E : ℝ} (h1 : E + Eg ≠ 0) (h2 : E + Eg + D ≠ 0)
    (u v : Fin 3 → ℝ) (s t : Fin 2) :
    HasDerivAt (fun e : ℝ => -contract u (valenceG Eg D e) v s t)
      ((((u ⬝ᵥ v / 3 * (2 / (E + Eg) ^ 2 + 1 / (E + Eg + D) ^ 2) : ℝ) : ℂ) • 1 -
        (I * (rashbaCoeff Eg D E : ℂ)) • sigmaDot (u ⨯₃ v) :
          Matrix (Fin 2) (Fin 2) ℂ) s t) E := by
  have a := (gapSum_hasDerivAt (2 / 3) (1 / 3) h1 h2).ofReal_comp.mul_const
    (contract u 1 v s t)
  have b := (gapSum_hasDerivAt (1 / 3) (-1 / 3) h1 h2).ofReal_comp.mul_const
    (contract u spinOrbit v s t)
  have hf : (fun e : ℝ => -contract u (valenceG Eg D e) v s t) = fun e : ℝ =>
      -((gapSum (2 / 3) (1 / 3) Eg D e : ℂ) * contract u 1 v s t +
        (gapSum (1 / 3) (-1 / 3) Eg D e : ℂ) * contract u spinOrbit v s t) := by
    funext e
    rw [contract_valenceG]
    simp only [Matrix.add_apply, Matrix.smul_apply, smul_eq_mul]
  rw [hf]
  refine (a.fun_add b).fun_neg.congr_deriv ?_
  -- insert the two contractions and compare coefficients
  rw [contract_one, contract_spinOrbit]
  simp only [Matrix.sub_apply, Matrix.smul_apply, smul_eq_mul, rashbaCoeff]
  push_cast
  ring
```

## The potential gradient selects the derivative

Let \(n\) be the growth direction and \(k\) an in-plane wavevector, and put \(k_n=-i\,d/dz\). Contracting \(G\) with the same vector twice gives no spin term, so spin dependence can enter only through the mixed terms \(k_nGk+kGk_n\). In the first, \(k_n\) acts on the product of \(G\) and the spinor \(\psi\); in the second, on \(\psi\) alone.

```lean
/-- The mixed terms `k_n G k + k G k_n` of the conduction-band Hamiltonian, without their common
factor `P²` (the squared Kane momentum matrix element), acting on a spinor `ψ`, with `k_n = -i d/dz`
along `n` and the propagator taken at `E - V(z)`. -/
def mixedTerm (Eg D E : ℝ) (V : ℝ → ℝ) (n k : Fin 3 → ℝ) (ψ : ℝ → Fin 2 → ℂ)
    (z : ℝ) (s : Fin 2) : ℂ :=
  -I * deriv (fun y => (contract n (valenceG Eg D (E - V y)) k *ᵥ ψ y) s) z +
    (contract k (valenceG Eg D (E - V z)) n *ᵥ
      fun t => -I * deriv (fun y => ψ y t) z) s
```

Write \(S=\sigma\cdot(k\times n)\) and \(g=g_{1/3,-1/3}\). Since \(n\cdot k=0\), the scalar parts vanish, leaving \(n^TGk=igS\) and \(k^TGn=-igS\). Hence
\[
-i\frac{d}{dz}\bigl(ig(E-V)S\psi\bigr)+(-ig(E-V)S)(-i\psi')
=\frac{d}{dz}\bigl(g(E-V)\bigr)S\psi=\alpha(E-V)\,V'\,S\psi .
\]
The \(\psi'\) terms cancel, and the chain rule turns \(g'=-\alpha\) into \(+\alpha V'\).

The theorem assumes that \(V\) and both components of \(\psi\) are differentiable at \(z\), and that the denominators at the local energy \(E-V(z)\) are nonzero. In its proof, `c1` and `c2` are the two contractions, `hg` is the chain rule, and the closing `linear_combination` performs the cancellation. Because \(V\) must be differentiable at \(z\), an abrupt potential step there is excluded.

```lean
/-- For a wavevector `k` normal to `n`, the mixed terms equal the Rashba coefficient at
the local energy times the potential gradient times `σ · (k × n)`. -/
theorem mixedTerm_eq_rashba {Eg D E z : ℝ} {V : ℝ → ℝ} {n k : Fin 3 → ℝ}
    {ψ : ℝ → Fin 2 → ℂ} (h1 : E - V z + Eg ≠ 0) (h2 : E - V z + Eg + D ≠ 0)
    (hV : DifferentiableAt ℝ V z) (hψ : ∀ t, DifferentiableAt ℝ (fun y => ψ y t) z)
    (hnk : n ⬝ᵥ k = 0) (s : Fin 2) :
    mixedTerm Eg D E V n k ψ z s =
      ((rashbaCoeff Eg D (E - V z) * deriv V z : ℝ) : ℂ) *
        (sigmaDot (k ⨯₃ n) *ᵥ ψ z) s := by
  have hS : sigmaDot (n ⨯₃ k) = -sigmaDot (k ⨯₃ n) := by
    rw [← cross_anticomm k n]
    simp [sigmaDot]
  have hkn : k ⬝ᵥ n = 0 := by rw [dotProduct_comm]; exact hnk
  -- only the antisymmetric spin-orbit part survives for orthogonal directions
  have c1 : ∀ e, contract n (valenceG Eg D e) k =
      (I * (gapSum (1 / 3) (-1 / 3) Eg D e : ℂ)) • sigmaDot (k ⨯₃ n) := by
    intro e
    rw [contract_valenceG, contract_one, contract_spinOrbit, hnk, hS]
    ext a b
    simp only [Matrix.add_apply, Matrix.smul_apply, Matrix.neg_apply, smul_eq_mul,
      Complex.ofReal_zero]
    ring
  have c2 : ∀ e, contract k (valenceG Eg D e) n =
      (-I * (gapSum (1 / 3) (-1 / 3) Eg D e : ℂ)) • sigmaDot (k ⨯₃ n) := by
    intro e
    rw [contract_valenceG, contract_one, contract_spinOrbit, hkn]
    ext a b
    simp only [Matrix.add_apply, Matrix.smul_apply, smul_eq_mul, Complex.ofReal_zero]
    ring
  have hg : HasDerivAt (fun y => gapSum (1 / 3) (-1 / 3) Eg D (E - V y))
      (rashbaCoeff Eg D (E - V z) * deriv V z) z := by
    have h0 := gapSum_hasDerivAt (1 / 3) (-1 / 3) h1 h2
    have hd := hV.hasDerivAt.const_sub E
    have hc := HasDerivAt.comp z h0 hd
    refine HasDerivAt.congr_deriv hc ?_
    unfold rashbaCoeff
    ring
  have hp := ((hψ 0).hasDerivAt.const_mul (sigmaDot (k ⨯₃ n) s 0)).fun_add
    ((hψ 1).hasDerivAt.const_mul (sigmaDot (k ⨯₃ n) s 1))
  have h := (hg.ofReal_comp.const_mul I).fun_mul hp
  have hf : (fun y => (contract n (valenceG Eg D (E - V y)) k *ᵥ ψ y) s) = fun y =>
      (I * (gapSum (1 / 3) (-1 / 3) Eg D (E - V y) : ℂ)) *
        (sigmaDot (k ⨯₃ n) s 0 * ψ y 0 + sigmaDot (k ⨯₃ n) s 1 * ψ y 1) := by
    funext y
    rw [c1]
    simp only [Matrix.mulVec, dotProduct, Fin.sum_univ_two, Matrix.smul_apply,
      smul_eq_mul]
    ring
  unfold mixedTerm
  rw [hf, h.deriv, c2]
  simp only [Matrix.mulVec, dotProduct, Fin.sum_univ_two, Matrix.smul_apply, smul_eq_mul]
  -- the terms with the derivative of the spinor cancel
  linear_combination (-((rashbaCoeff Eg D (E - V z) * deriv V z : ℝ) : ℂ) *
    (sigmaDot (k ⨯₃ n) s 0 * ψ z 0 + sigmaDot (k ⨯₃ n) s 1 * ψ z 1)) * Complex.I_sq
```

## Sign and size of the splitting

Putting \(\alpha\) over a common denominator gives
\[
\alpha(E)=D\,\frac{2(E+E_g)+D}{3(E+E_g)^2(E+E_g+D)^2}.
\]
When both energy denominators are positive, the fraction multiplying \(D\) is positive, so \(\alpha>0\) exactly when \(D>0\). Without valence spin-orbit splitting, the coefficient vanishes.

```lean
/-- With both energy denominators positive, the Rashba coefficient is positive exactly
when the spin-orbit splitting is. -/
theorem rashbaCoeff_pos_iff {Eg D E : ℝ} (h1 : 0 < E + Eg) (h2 : 0 < E + Eg + D) :
    0 < rashbaCoeff Eg D E ↔ 0 < D := by
  have hK : 0 < ((E + Eg) + (E + Eg + D)) / (3 * (E + Eg) ^ 2 * (E + Eg + D) ^ 2) :=
    div_pos (add_pos h1 h2)
      (mul_pos (mul_pos three_pos (pow_pos h1 2)) (pow_pos h2 2))
  have e : rashbaCoeff Eg D E =
      D * (((E + Eg) + (E + Eg + D)) / (3 * (E + Eg) ^ 2 * (E + Eg + D) ^ 2)) := by
    have n1 := h1.ne'
    have n2 := h2.ne'
    unfold rashbaCoeff
    field_simp
    ring
  rw [e]
  exact mul_pos_iff_of_pos_right hK
```

Finally, consider the spin Hamiltonian \(c\,\sigma\cdot w\) with a real constant \(c\). Its characteristic polynomial is
\[
\det(c\,\sigma\cdot w-\varepsilon)=\varepsilon^2-c^2(w_0^2+w_1^2+w_2^2).
\]

```lean
/-- The characteristic polynomial of the spin Hamiltonian `c σ · w`. -/
theorem det_sigmaDot (w : Fin 3 → ℝ) (c ε : ℝ) :
    ((c : ℂ) • sigmaDot w - (ε : ℂ) • 1).det =
      ((ε ^ 2 - c ^ 2 * (w 0 ^ 2 + w 1 ^ 2 + w 2 ^ 2) : ℝ) : ℂ) := by
  simp [Matrix.det_fin_two, sigmaDot, pauli, Fin.sum_univ_three]
  linear_combination ((c : ℂ) ^ 2 * (w 1 : ℂ) ^ 2) * Complex.I_sq
```

For \(w=k\times n\) with \(n\) a unit vector normal to \(k\), \(|k\times n|^2=k^2n^2-(k\cdot n)^2=k^2\). The energies are therefore \(\varepsilon=\pm|c||k|\), which coincide at \(k=0\). The proof obtains the length identity as `hw` and substitutes it into the determinant.

```lean
/-- For a unit vector `n` normal to `k`, the energies `ε` of the Rashba Hamiltonian
`c σ · (k × n)` are the solutions of `ε² = c² k²`. -/
theorem rashba_splitting {n k : Fin 3 → ℝ} (hn : n ⬝ᵥ n = 1) (hnk : n ⬝ᵥ k = 0)
    (c ε : ℝ) :
    ((c : ℂ) • sigmaDot (k ⨯₃ n) - (ε : ℂ) • 1).det = 0 ↔
      ε ^ 2 = c ^ 2 * (k ⬝ᵥ k) := by
  have hw : (k ⨯₃ n) 0 ^ 2 + (k ⨯₃ n) 1 ^ 2 + (k ⨯₃ n) 2 ^ 2 = k ⬝ᵥ k := by
    simp only [dotProduct, Fin.sum_univ_three] at hn hnk ⊢
    simp only [cross_apply, Matrix.cons_val]
    linear_combination (k 0 * k 0 + k 1 * k 1 + k 2 * k 2) * hn -
      (n 0 * k 0 + n 1 * k 1 + n 2 * k 2) * hnk
  rw [det_sigmaDot, hw, Complex.ofReal_eq_zero, sub_eq_zero]

end

end KaneRashba
```

For non-interacting electrons in this Kane model, a constant \(c\) represents \(P^2\alpha V'\) averaged over the envelope function of a subband, which links the band gaps to the linear spin splitting used in two-dimensional Rashba models. The variation of \(\alpha(E-V)\) with position must be kept in this average, because in a bound state with constant effective mass the mean of \(V'\) alone is zero. The averaging is a further approximation, not a consequence of the theorems.

```lean
#print axioms KaneRashba.kane_rashba
#print axioms KaneRashba.mixedTerm_eq_rashba
#print axioms KaneRashba.rashbaCoeff_pos_iff
#print axioms KaneRashba.rashba_splitting
```

```
'KaneRashba.kane_rashba' depends on axioms: [propext, Classical.choice, Quot.sound]
'KaneRashba.mixedTerm_eq_rashba' depends on axioms: [propext, Classical.choice, Quot.sound]
'KaneRashba.rashbaCoeff_pos_iff' depends on axioms: [propext, Classical.choice, Quot.sound]
'KaneRashba.rashba_splitting' depends on axioms: [propext, Classical.choice, Quot.sound]
```
